# For natural occupations between 0 and 2, the unpaired-electron count tr(2D − D²) lies between Σ min(n, 2 − n) and twice that sum

After a multireference calculation, a program can take the spin-summed one-particle density matrix $D$ in an orthonormal orbital basis and evaluate $\mathrm{tr}(2D-D^2)$ to see how far the electronic structure is from a closed shell. This needs no diagonalisation: for a Hermitian $D$, $\mathrm{tr}\,D^2$ is the sum of $|D_{ij}|^2$ over all matrix elements. Another common measure diagonalises $D$ and adds up, over the natural orbitals, the smaller of the electron and hole occupations. The two numbers generally differ, and anyone who compares them or moves a threshold from one to the other needs to know by how much.

## The two counts differ by at most a factor of two

Let $D$ be a Hermitian matrix in a finite orthonormal basis of spatial orbitals, with eigenvalues $n_k$, the natural occupations, all in $[0,2]$. Write

$$N=\mathrm{tr}(2D-D^2),\qquad S=\sum_k \min(n_k,\,2-n_k).$$

Then

$$S\le N\le 2S,\qquad N=0\iff D^2=2D.$$

The condition $D^2=2D$ says that $D/2$ is a projector: every natural orbital is either empty or doubly occupied. The lower bound is attained, $N=S$, exactly when

$$D(D-1)(D-2)=0,$$

where 1 and 2 stand for multiples of the identity matrix. This means that all occupations are 0, 1 or 2.

## What a code can read from the trace

Rearranged, the bounds give $N/2\le S\le N$. A program that has only the trace therefore already has a bracket for $S$. If $N$ is below some threshold, so is $S$; if $S$ is below a threshold, $N$ is below twice that threshold. In a scan along a bond-breaking coordinate, the trace can be monitored at every geometry and the diagonalisation kept for the points where the individual occupations matter.

The two matrix equations can be tested by multiplication alone. A residual of $D^2-2D$ tests for a closed shell, and a residual of $D(D-1)(D-2)$ tests for integer occupations, as in a restricted open-shell determinant. Both use $D$ in an orthonormal basis, so a density matrix stored in overlapping atomic orbitals is first transformed to such a basis, or multiplied by the overlap matrix, which gives a matrix similar to $D$.

## From the spectral decomposition to the bounds

Write $D=ULU^\dagger$ with $U^\dagger U=1$ and $L=\mathrm{diag}(n_k)$. The inner factor drops out of the square:

$$D^2=UL\,(U^\dagger U)\,LU^\dagger=UL^2U^\dagger.$$

Hence

$$2D-D^2=U\,\mathrm{diag}\big(n_k(2-n_k)\big)\,U^\dagger,$$

and by cyclicity of the trace

$$N=\sum_k n_k(2-n_k).$$

It remains to compare each term with the corresponding minimum. Let $x\in[0,2]$.

If $x\le1$, the minimum is $x$, and

$$x(2-x)-x=x(1-x)\ge0,\qquad 2x-x(2-x)=x^2\ge0.$$

If $x\ge1$, the minimum is $2-x$, and

$$x(2-x)-(2-x)=(2-x)(x-1)\ge0,\qquad 2(2-x)-x(2-x)=(2-x)^2\ge0.$$

In both cases $\min(x,2-x)\le x(2-x)\le2\min(x,2-x)$. Setting $x=n_k$ and summing over $k$ gives $S\le N\le2S$.

If $N=0$, a sum of nonnegative terms is zero, so $n_k(2-n_k)=0$ for every $k$. The diagonal form then gives $2D-D^2=0$. Conversely, if $D^2=2D$, the matrix under the trace is zero.

For the lower bound, $N=S$ forces equality in every term, because no term of $N$ is smaller than its partner in $S$. The lower-bound differences, $x(1-x)$ for $x\le1$ and $(2-x)(x-1)$ for $x\ge1$, vanish exactly at $x=0$, $1$ and $2$, which are the roots of $x(x-1)(x-2)$. So $N=S$ exactly when every $n_k$ is one of these roots. Expanding the matrix product and inserting the decomposition of $D$ gives

$$D(D-1)(D-2)=D^3-3D^2+2D=U\,\mathrm{diag}\big(n_k(n_k-1)(n_k-2)\big)\,U^\dagger.$$

This matrix is zero exactly when $n_k(n_k-1)(n_k-2)=0$ for every $k$, since multiplying by $U^\dagger$ on the left and $U$ on the right undoes the rotation.

## Two orbitals in the weakly correlated limit

Take two natural orbitals with occupations $2-t$ and $t$, where $0\le t\le1$. These are the occupations of a wavefunction that mixes two closed-shell configurations, one with both electrons in the first orbital and one with both in the second. Both minima equal $t$, so

$$S=2t,\qquad N=2t(2-t)=(2-t)\,S.$$

At $t=1$, the diradical end, both counts equal 2. As $t\to0^+$ both go to zero, but their ratio $2-t$ tends to 2. For any constant $c<2$, a small enough positive $t$ gives $N>cS$, so the factor 2 in the upper bound cannot be improved. In practice, the trace reads almost twice as high as $S$ for a weakly correlated pair and agrees with it for a fully broken one.

## The Lean file

```lean
import Mathlib

open Matrix

namespace UnpairedElectronCount

noncomputable section

variable {ι : Type*} [Fintype ι]

/-- The unpaired-electron count `tr(2D - D²)` of a one-particle density matrix `D`. -/
def unpairedCount (D : Matrix ι ι ℂ) : ℂ := trace ((2 : ℂ) • D - D * D)

/-- The sum over orbitals of `min(n, 2 - n)`, the smaller of the electron and hole occupations. -/
def foldedCount (n : ι → ℝ) : ℝ := ∑ k, min (n k) (2 - n k)

/-- For an occupation `x` in `[0,2]`, the product `x(2 - x)` lies between `min(x, 2 - x)`
and twice that minimum. -/
theorem occupation_bounds {x : ℝ} (h0 : 0 ≤ x) (h2 : x ≤ 2) :
    min x (2 - x) ≤ x * (2 - x) ∧ x * (2 - x) ≤ 2 * min x (2 - x) := by
  rcases le_total x 1 with h | h
  · rw [min_eq_left (by linarith)]
    constructor <;> nlinarith [mul_nonneg h0 (sub_nonneg.mpr h), sq_nonneg x]
  · rw [min_eq_right (by linarith)]
    constructor <;>
      nlinarith [mul_nonneg (sub_nonneg.mpr h2) (sub_nonneg.mpr h), sq_nonneg (2 - x)]

variable [DecidableEq ι]

/-- In the basis of natural orbitals, `2D - D²` is diagonal with entries `n(2 - n)`. -/
theorem unpaired_density_diagonal {D U : Matrix ι ι ℂ} {n : ι → ℝ} (hU : star U * U = 1)
    (hs : D = U * diagonal (fun k => (n k : ℂ)) * star U) :
    (2 : ℂ) • D - D * D
      = U * diagonal (fun k => ((n k * (2 - n k) : ℝ) : ℂ)) * star U := by
  have hL : diagonal (fun k => ((n k * (2 - n k) : ℝ) : ℂ))
      = (2 : ℂ) • diagonal (fun k => (n k : ℂ))
        - diagonal (fun k => (n k : ℂ)) * diagonal (fun k => (n k : ℂ)) := by
    ext i j
    by_cases h : i = j
    · subst h
      simp only [Matrix.sub_apply, Matrix.smul_apply, diagonal_mul_diagonal,
        diagonal_apply_eq, smul_eq_mul]
      push_cast
      ring
    · simp [h, diagonal_mul_diagonal]
  rw [hL]
  generalize diagonal (fun k => (n k : ℂ)) = L at hs
  -- the inner factor U†U drops out of the square
  have hsq : D * D = U * (L * L) * star U := by
    calc D * D = U * L * (star U * U) * L * star U := by rw [hs]; noncomm_ring
      _ = U * (L * L) * star U := by rw [hU]; noncomm_ring
  rw [hsq, hs]
  simp only [Matrix.mul_sub, Matrix.sub_mul, Matrix.mul_smul, Matrix.smul_mul]

/-- The unpaired-electron count is the sum of `n(2 - n)` over the natural orbitals. -/
theorem unpairedCount_eq_sum {D U : Matrix ι ι ℂ} {n : ι → ℝ} (hU : star U * U = 1)
    (hs : D = U * diagonal (fun k => (n k : ℂ)) * star U) :
    unpairedCount D = ((∑ k, n k * (2 - n k) : ℝ) : ℂ) := by
  rw [unpairedCount, unpaired_density_diagonal hU hs, trace_mul_cycle, hU, one_mul,
    trace_diagonal, Complex.ofReal_sum]

/-- A Hermitian density matrix is diagonalised by a unitary matrix of natural orbitals, with
its eigenvalues as occupations. -/
theorem natural_orbitals {D : Matrix ι ι ℂ} (hD : D.IsHermitian) :
    ∃ U : Matrix ι ι ℂ, star U * U = 1 ∧
      D = U * diagonal (fun k => (hD.eigenvalues k : ℂ)) * star U := by
  refine ⟨hD.eigenvectorUnitary, mem_unitaryGroup_iff'.mp hD.eigenvectorUnitary.2, ?_⟩
  have h := hD.spectral_theorem
  rw [Unitary.conjStarAlgAut_apply] at h
  exact h

/-- For a Hermitian density matrix with occupations in `[0,2]`, the count `tr(2D - D²)` lies
between the sum of `min(n, 2 - n)` and twice that sum, and it vanishes exactly when
`D² = 2D`. -/
theorem unpairedCount_bounds {D : Matrix ι ι ℂ} (hD : D.IsHermitian)
    (h0 : ∀ k, 0 ≤ hD.eigenvalues k) (h2 : ∀ k, hD.eigenvalues k ≤ 2) :
    foldedCount hD.eigenvalues ≤ (unpairedCount D).re ∧
    (unpairedCount D).re ≤ 2 * foldedCount hD.eigenvalues ∧
    (unpairedCount D = 0 ↔ D * D = (2 : ℂ) • D) := by
  obtain ⟨U, hU, hs⟩ := natural_orbitals hD
  have ht := unpairedCount_eq_sum hU hs
  refine ⟨?_, ?_, ?_, ?_⟩
  · rw [ht, Complex.ofReal_re]
    exact Finset.sum_le_sum fun k _ => (occupation_bounds (h0 k) (h2 k)).1
  · rw [ht, Complex.ofReal_re, foldedCount, Finset.mul_sum]
    exact Finset.sum_le_sum fun k _ => (occupation_bounds (h0 k) (h2 k)).2
  · intro h
    rw [ht, Complex.ofReal_eq_zero] at h
    -- a vanishing sum of nonnegative terms vanishes term by term
    have hk := (Finset.sum_eq_zero_iff_of_nonneg (fun k _ =>
      mul_nonneg (h0 k) (sub_nonneg.mpr (h2 k)))).mp h
    have hz : (fun k => ((hD.eigenvalues k * (2 - hD.eigenvalues k) : ℝ) : ℂ))
        = fun _ => 0 := by
      funext k
      rw [hk k (Finset.mem_univ k), Complex.ofReal_zero]
    have hm := unpaired_density_diagonal hU hs
    rw [hz, diagonal_zero, mul_zero, zero_mul] at hm
    exact (sub_eq_zero.mp hm).symm
  · intro h
    rw [unpairedCount, h, sub_self, trace_zero]

/-- In the basis of natural orbitals, `D(D - 1)(D - 2)` is diagonal with entries
`n(n - 1)(n - 2)`. -/
theorem cubic_diagonal {D U : Matrix ι ι ℂ} {n : ι → ℝ} (hU : star U * U = 1)
    (hs : D = U * diagonal (fun k => (n k : ℂ)) * star U) :
    D * (D - 1) * (D - 2)
      = U * diagonal (fun k => ((n k * (n k - 1) * (n k - 2) : ℝ) : ℂ)) * star U := by
  have hL : diagonal (fun k => ((n k * (n k - 1) * (n k - 2) : ℝ) : ℂ))
      = diagonal (fun k => (n k : ℂ)) * diagonal (fun k => (n k : ℂ))
          * diagonal (fun k => (n k : ℂ))
        - (3 : ℂ) • (diagonal (fun k => (n k : ℂ)) * diagonal (fun k => (n k : ℂ)))
        + (2 : ℂ) • diagonal (fun k => (n k : ℂ)) := by
    ext i j
    by_cases h : i = j
    · subst h
      simp only [Matrix.sub_apply, Matrix.add_apply, Matrix.smul_apply,
        diagonal_mul_diagonal, diagonal_apply_eq, smul_eq_mul]
      push_cast
      ring
    · simp [h, diagonal_mul_diagonal]
  rw [hL]
  generalize diagonal (fun k => (n k : ℂ)) = L at hs
  have hsq : D * D = U * (L * L) * star U := by
    calc D * D = U * L * (star U * U) * L * star U := by rw [hs]; noncomm_ring
      _ = U * (L * L) * star U := by rw [hU]; noncomm_ring
  have hcu : D * D * D = U * (L * L * L) * star U := by
    calc D * D * D = U * (L * L) * (star U * U) * L * star U := by
          rw [hsq, hs]; noncomm_ring
      _ = U * (L * L * L) * star U := by rw [hU]; noncomm_ring
  have hexp : D * (D - 1) * (D - 2) = D * D * D - (3 : ℂ) • (D * D) + (2 : ℂ) • D := by
    have e3 : (3 : ℂ) • (D * D) = D * D + D * D + D * D := by module
    have e2 : (2 : ℂ) • D = D + D := by module
    rw [e3, e2]
    noncomm_ring
  rw [hexp, hcu, hsq, hs]
  simp only [Matrix.mul_sub, Matrix.sub_mul, Matrix.mul_add, Matrix.add_mul,
    Matrix.mul_smul, Matrix.smul_mul]

/-- For a Hermitian density matrix with occupations in `[0,2]`, the sum of `min(n, 2 - n)` equals
the real part of `tr(2D - D²)` exactly when `D(D - 1)(D - 2) = 0`. -/
theorem lower_bound_attained_iff {D : Matrix ι ι ℂ} (hD : D.IsHermitian)
    (h0 : ∀ k, 0 ≤ hD.eigenvalues k) (h2 : ∀ k, hD.eigenvalues k ≤ 2) :
    foldedCount hD.eigenvalues = (unpairedCount D).re ↔ D * (D - 1) * (D - 2) = 0 := by
  obtain ⟨U, hU, hs⟩ := natural_orbitals hD
  have hc := cubic_diagonal hU hs
  rw [unpairedCount_eq_sum hU hs, Complex.ofReal_re, foldedCount,
    Finset.sum_eq_sum_iff_of_le fun k _ => (occupation_bounds (h0 k) (h2 k)).1]
  constructor
  · intro h
    have hz : (fun k => ((hD.eigenvalues k * (hD.eigenvalues k - 1)
        * (hD.eigenvalues k - 2) : ℝ) : ℂ)) = fun _ => 0 := by
      funext k
      have hk := h k (Finset.mem_univ k)
      rw [Complex.ofReal_eq_zero]
      rcases le_total (hD.eigenvalues k) 1 with h1 | h1
      · rw [min_eq_left (by linarith)] at hk
        linear_combination (hD.eigenvalues k - 2) * hk
      · rw [min_eq_right (by linarith)] at hk
        linear_combination hD.eigenvalues k * hk
    rw [hc, hz, diagonal_zero, mul_zero, zero_mul]
  · intro h k _
    rw [hc] at h
    -- undo the rotation to read off the diagonal entries
    have hd : ∀ X : Matrix ι ι ℂ, U * X * star U = 0 → X = 0 := by
      intro X hX
      calc X = (star U * U) * X * (star U * U) := by rw [hU, one_mul, mul_one]
        _ = star U * (U * X * star U) * U := by noncomm_ring
        _ = 0 := by rw [hX, mul_zero, zero_mul]
    have hk := congrFun (congrFun (hd _ h) k) k
    rw [diagonal_apply_eq, Matrix.zero_apply, Complex.ofReal_eq_zero] at hk
    rcases mul_eq_zero.mp hk with hk | hk
    · rcases mul_eq_zero.mp hk with hk | hk
      · rw [hk]; norm_num
      · rw [sub_eq_zero.mp hk]; norm_num
    · rw [sub_eq_zero.mp hk]; norm_num

/-- For two natural orbitals with occupations `2 - t` and `t`, where `t ≤ 1`, the count
`tr(2D - D²)` is `2 - t` times the sum of `min(n, 2 - n)`. -/
theorem two_configuration_ratio {t : ℝ} (ht : t ≤ 1) :
    unpairedCount (diagonal (fun k : Fin 2 => ((![2 - t, t] k : ℝ) : ℂ)))
      = (((2 - t) * foldedCount ![2 - t, t] : ℝ) : ℂ) := by
  rw [unpairedCount_eq_sum (U := 1) (n := ![2 - t, t]) (by simp) (by simp)]
  congr 1
  rw [foldedCount, Fin.sum_univ_two, Fin.sum_univ_two]
  change (2 - t) * (2 - (2 - t)) + t * (2 - t)
    = (2 - t) * (min (2 - t) (2 - (2 - t)) + min t (2 - t))
  rw [min_eq_right (by linarith : 2 - (2 - t) ≤ 2 - t),
    min_eq_left (by linarith : t ≤ 2 - t)]
  ring

end

end UnpairedElectronCount
```

```lean
#print axioms UnpairedElectronCount.unpairedCount_bounds
-- 'UnpairedElectronCount.unpairedCount_bounds' depends on axioms: [propext, Classical.choice, Quot.sound]
#print axioms UnpairedElectronCount.lower_bound_attained_iff
-- 'UnpairedElectronCount.lower_bound_attained_iff' depends on axioms: [propext, Classical.choice, Quot.sound]
#print axioms UnpairedElectronCount.two_configuration_ratio
-- 'UnpairedElectronCount.two_configuration_ratio' depends on axioms: [propext, Classical.choice, Quot.sound]
```

## How the Lean statements correspond to the physics

The finite type `ι` labels the orthonormal spatial orbitals, and `D : Matrix ι ι ℂ` is the density matrix. The definition `unpairedCount` is the matrix trace itself, not a sum over occupations, so its value is a complex number. `foldedCount` takes a list of real occupations and returns $S$.

The main theorem, `unpairedCount_bounds`, has three hypotheses. `hD` says that $D$ is Hermitian and supplies the real eigenvalues `hD.eigenvalues`. `h0` and `h2` place these in $[0,2]$. The physics behind the range is the Pauli principle: a spatial orbital holds at least zero and at most two electrons. The conclusion bounds the real part of the trace from both sides and states the closed-shell equivalence for the full complex number. No information is lost in taking the real part, because `unpairedCount_eq_sum` shows that the trace equals a real sum.

`lower_bound_attained_iff` has the same hypotheses and gives the cubic matrix equation. `two_configuration_ratio` proves the identity $N=(2-t)S$ for the diagonal two-orbital matrix. It assumes only $t\le1$; the physical range also has $t\ge0$. The limit $t\to0^+$ is read off from this identity and is not a separate theorem.

## How the proof is assembled

`occupation_bounds` is the scalar inequality. It splits at $x=1$, and `nlinarith` receives the products and squares that appear in the derivation above.

`unpaired_density_diagonal` first checks the diagonal matrix entry by entry, then substitutes the decomposition of $D$ into the square and replaces the inner `star U * U` by 1. `unpairedCount_eq_sum` takes the trace, with `trace_mul_cycle` bringing the two unitary factors together. Neither lemma needs the occupations to lie in $[0,2]$. `natural_orbitals` obtains the decomposition of $D$ from Mathlib's spectral theorem.

In `unpairedCount_bounds`, `Finset.sum_le_sum` adds up the scalar inequalities. For the closed-shell part, `Finset.sum_eq_zero_iff_of_nonneg` turns a vanishing sum into vanishing terms, and the diagonal form carries this back to the matrix.

`cubic_diagonal` repeats the diagonalisation for $D(D-1)(D-2)$. In `lower_bound_attained_iff`, `Finset.sum_eq_sum_iff_of_le` reduces equality of the sums to equality of each pair of terms. One direction then multiplies that equality by the missing factor, $n_k-2$ or $n_k$, to reach the cubic. The other removes the rotation through the local statement `hd` and checks the three roots. `two_configuration_ratio` applies the trace formula with `U = 1` and evaluates the two minima.

## Where the guarantee ends

The range $[0,2]$ is assumed, not derived from a wavefunction. It holds for the exact spin-summed density matrix of a normalised electronic state, but relaxed density matrices from approximate response treatments can have eigenvalues slightly outside it. An occupation above 2 or below 0 contributes a negative term to the trace, which can then cancel positive ones, and a small $N$ no longer signals a closed shell. A code that handles such densities should check the eigenvalues before relying on the bounds.

The theorems concern exact matrices. They set no tolerance for a floating-point residual and say nothing about rounding in the trace.

Both counts depend on the occupations alone. Two singly occupied orbitals give $N=S=2$ whether the electrons are coupled to a singlet or a triplet, so neither number identifies the spin state.
